# The thermal mean kinetic energy of a one-dimensional quantum harmonic oscillator exceeds its classical and zero-point values but not their sum

**Question.** To extract an isomer shift from a Mössbauer spectrum, I subtract the second-order Doppler shift, and for that I need the mean kinetic energy of the vibrating nucleus. For one harmonic mode of angular frequency $\omega$, with energy quantum $e=\hbar\omega>0$, at thermal energy $T>0$ (Boltzmann's constant absorbed), I use $K=\tfrac e4\coth\tfrac{e}{2T}$. I believe that $K$ always lies above both the classical value $T/2$ and the zero-point value $e/4$, and below their sum. Can this be made rigorous and machine-checked, starting from the Boltzmann sums?

**Answer.** Yes. The closed form, the three strict inequalities and the resulting bounds on the Doppler shift are all proved below, for a nucleus with three harmonic modes.

## From Boltzmann sums to the bounds

The levels are $E_n=(n+\tfrac12)e$, and each carries half its energy as kinetic energy. Put $x=e/(2T)$ and $q=\exp(-2x)$, so that $0<q<1$. The Boltzmann weights are $\exp(-x)\,q^n$, and

$$\sum_n q^n=\frac1{1-q},\qquad \sum_n nq^n=\frac q{(1-q)^2}.$$

The factor $\exp(-x)$ cancels in the average, which gives

$$K=\frac e2\left(\frac q{1-q}+\frac12\right)=\frac e4\,\frac{1+q}{1-q}=\frac e4\coth x=\frac T2\,x\coth x.$$

The last step uses $e=2Tx$. The three bounds follow:

- **$K>T/2$** means $\sinh x<x\cosh x$. The function $y\cosh y-\sinh y$ vanishes at $0$ and has derivative $y\sinh y>0$ for $y>0$.
- **$K>e/4$** means $\coth x>1$, which is $\sinh x<\cosh x$.
- **$K<T/2+e/4$** means $x\cosh x<(1+x)\sinh x$, or $x\exp(-x)<\sinh x$. Multiplying by $2\exp(x)$ turns this into $1+2x<\exp(2x)$, which is true for $x\neq0$.

For a nucleus of mass $M$, write $\delta=-\langle v^2\rangle/(2c^2)$ for the fractional second-order Doppler shift (not the isomer shift), with $c$ the speed of light. It equals minus the total mean kinetic energy over $Mc^2$. Adding the bounds for modes $i=0,1,2$ with quanta $e_i$ gives

$$-\frac{\tfrac32T+\sum_i e_i/4}{Mc^2}<\delta<-\frac{\max\left(\tfrac32T,\ \sum_i e_i/4\right)}{Mc^2}.$$

```lean
import Mathlib

open Filter Topology

namespace MoessbauerSecondOrderDoppler

noncomputable section

/-- Energy of the `n`-th level of a harmonic oscillator with energy quantum `e`. -/
def level (e : ℝ) (n : ℕ) : ℝ := (n + 1 / 2) * e

/-- Thermal mean kinetic energy of the oscillator at thermal energy `T`: the Boltzmann average
of half the level energy. -/
def meanKinetic (e T : ℝ) : ℝ :=
  (∑' n : ℕ, level e n / 2 * Real.exp (-level e n / T)) / ∑' n : ℕ, Real.exp (-level e n / T)

/-- Fractional second-order Doppler shift of a nucleus of mass `M` vibrating in three modes with
quanta `e i`: minus the total mean kinetic energy divided by `M c ^ 2`. -/
def dopplerShift (M c T : ℝ) (e : Fin 3 → ℝ) : ℝ :=
  (-∑ i, meanKinetic (e i) T) / (M * c ^ 2)

/-- The Boltzmann average of the kinetic energy is `(e / 4) coth (e / (2 T))`. -/
theorem meanKinetic_eq {e T : ℝ} (he : 0 < e) (hT : 0 < T) :
    meanKinetic e T = e / 4 * (Real.cosh (e / (2 * T)) / Real.sinh (e / (2 * T))) := by
  obtain ⟨p, hp⟩ : ∃ p, p = Real.exp (-(e / (2 * T))) := ⟨_, rfl⟩
  obtain ⟨q, hq⟩ : ∃ q, q = Real.exp (-(e / T)) := ⟨_, rfl⟩
  have hp0 : 0 < p := by rw [hp]; exact Real.exp_pos _
  have hq0 : 0 < q := by rw [hq]; exact Real.exp_pos _
  have hq1 : q < 1 := by
    rw [hq, Real.exp_lt_one_iff]
    exact neg_lt_zero.mpr (div_pos he hT)
  have h1q : 1 - q ≠ 0 := (sub_pos.mpr hq1).ne'
  -- the Boltzmann weights form a geometric sequence
  have hw : ∀ n : ℕ, Real.exp (-level e n / T) = p * q ^ n := by
    intro n
    rw [hp, hq, ← Real.exp_nat_mul, ← Real.exp_add]
    congr 1
    unfold level
    ring
  have h0 : HasSum (fun n : ℕ => q ^ n) (1 - q)⁻¹ := hasSum_geometric_of_lt_one hq0.le hq1
  have h1 : HasSum (fun n : ℕ => (n : ℝ) * q ^ n) (q / (1 - q) ^ 2) :=
    hasSum_coe_mul_geometric_of_norm_lt_one (by rwa [Real.norm_of_nonneg hq0.le])
  have hZ : HasSum (fun n : ℕ => Real.exp (-level e n / T)) (p * (1 - q)⁻¹) := by
    simp only [hw]
    exact h0.mul_left p
  have hN : HasSum (fun n : ℕ => level e n / 2 * Real.exp (-level e n / T))
      (p * (e / 2) * (q / (1 - q) ^ 2) + p * (e / 4) * (1 - q)⁻¹) := by
    have hf : (fun n : ℕ => level e n / 2 * Real.exp (-level e n / T)) =
        fun n : ℕ => p * (e / 2) * ((n : ℝ) * q ^ n) + p * (e / 4) * q ^ n := by
      funext n
      rw [hw]
      unfold level
      ring
    rw [hf]
    exact (h1.mul_left _).add (h0.mul_left _)
  -- the hyperbolic cotangent in terms of the Boltzmann factor
  have hcoth : Real.cosh (e / (2 * T)) / Real.sinh (e / (2 * T)) = (1 + q) / (1 - q) := by
    have hs : 0 < Real.sinh (e / (2 * T)) := Real.sinh_pos_iff.mpr (by positivity)
    have hE : Real.exp (e / (2 * T)) * p = 1 := by
      rw [hp, ← Real.exp_add, add_neg_cancel, Real.exp_zero]
    have hq2 : q = p * p := by
      rw [hp, hq, ← Real.exp_add]
      congr 1
      ring
    rw [div_eq_div_iff hs.ne' h1q, Real.cosh_eq, Real.sinh_eq, ← hp]
    linear_combination (-Real.exp (e / (2 * T))) * hq2 - p * hE
  unfold meanKinetic
  rw [hN.tsum_eq, hZ.tsum_eq, hcoth]
  field_simp
  ring

/-- For positive `x`, `sinh x < x cosh x`. -/
theorem sinh_lt_mul_cosh {x : ℝ} (hx : 0 < x) : Real.sinh x < x * Real.cosh x := by
  have hd : ∀ y : ℝ, HasDerivAt (fun y => y * Real.cosh y - Real.sinh y) (y * Real.sinh y) y := by
    intro y
    have h := ((hasDerivAt_id' y).fun_mul (Real.hasDerivAt_cosh y)).fun_sub
      (Real.hasDerivAt_sinh y)
    exact h.congr_deriv (by ring)
  have hm : StrictMonoOn (fun y => y * Real.cosh y - Real.sinh y) (Set.Ici (0 : ℝ)) := by
    apply strictMonoOn_of_deriv_pos (convex_Ici 0)
    · exact fun y _ => (hd y).continuousAt.continuousWithinAt
    · intro y hy
      rw [interior_Ici] at hy
      rw [(hd y).deriv]
      exact mul_pos hy (Real.sinh_pos_iff.mpr hy)
  have h := hm (Set.mem_Ici.mpr le_rfl) (Set.mem_Ici.mpr hx.le) hx
  simp only [Real.sinh_zero, zero_mul, sub_zero] at h
  linarith

/-- For positive `x`, `x cosh x < (1 + x) sinh x`. -/
theorem mul_cosh_lt {x : ℝ} (hx : 0 < x) : x * Real.cosh x < (1 + x) * Real.sinh x := by
  have h := Real.add_one_lt_exp (show 2 * x ≠ 0 by positivity)
  have h2 := mul_lt_mul_of_pos_right h (Real.exp_pos (-x))
  rw [← Real.exp_add, show 2 * x + -x = x by ring] at h2
  rw [Real.cosh_eq, Real.sinh_eq]
  nlinarith [h2]

/-- The mean kinetic energy exceeds both the classical value `T / 2` and the zero-point value
`e / 4`, and is less than their sum. -/
theorem meanKinetic_bounds {e T : ℝ} (he : 0 < e) (hT : 0 < T) :
    T / 2 < meanKinetic e T ∧ e / 4 < meanKinetic e T ∧ meanKinetic e T < T / 2 + e / 4 := by
  rw [meanKinetic_eq he hT]
  obtain ⟨x, hx⟩ : ∃ x, x = e / (2 * T) := ⟨_, rfl⟩
  have hx0 : 0 < x := by rw [hx]; positivity
  have hex : e = 2 * T * x := by rw [hx]; field_simp
  have hs : 0 < Real.sinh x := Real.sinh_pos_iff.mpr hx0
  rw [← hx, ← mul_div_assoc]
  refine ⟨?_, ?_, ?_⟩
  · rw [lt_div_iff₀ hs, hex]
    nlinarith [mul_lt_mul_of_pos_left (sinh_lt_mul_cosh hx0) hT]
  · rw [lt_div_iff₀ hs]
    exact mul_lt_mul_of_pos_left (Real.sinh_lt_cosh x) (by positivity)
  · rw [div_lt_iff₀ hs, hex]
    nlinarith [mul_lt_mul_of_pos_left (mul_cosh_lt hx0) hT]

/-- The second-order Doppler shift of a nucleus with three vibrational modes is more negative than
its classical value and than its zero-point value, but less negative than their sum. -/
theorem dopplerShift_bounds {M c T : ℝ} {e : Fin 3 → ℝ} (hM : 0 < M) (hc : 0 < c) (hT : 0 < T)
    (he : ∀ i, 0 < e i) :
    dopplerShift M c T e < -(3 * T / 2) / (M * c ^ 2) ∧
    dopplerShift M c T e < -(∑ i, e i / 4) / (M * c ^ 2) ∧
    -(3 * T / 2 + ∑ i, e i / 4) / (M * c ^ 2) < dopplerShift M c T e := by
  have hMc : 0 < M * c ^ 2 := by positivity
  obtain ⟨a0, b0, c0⟩ := meanKinetic_bounds (he 0) hT
  obtain ⟨a1, b1, c1⟩ := meanKinetic_bounds (he 1) hT
  obtain ⟨a2, b2, c2⟩ := meanKinetic_bounds (he 2) hT
  unfold dopplerShift
  simp only [Fin.sum_univ_three]
  refine ⟨?_, ?_, ?_⟩ <;> exact div_lt_div_of_pos_right (by linarith) hMc

/-- As the temperature tends to zero, the mean kinetic energy tends to `e / 4`. -/
theorem tendsto_zero_point {e : ℝ} (he : 0 < e) :
    Tendsto (fun T => meanKinetic e T) (𝓝[>] 0) (𝓝 (e / 4)) := by
  have hc : Continuous (fun T : ℝ => T / 2 + e / 4) := by fun_prop
  have hu := (hc.tendsto 0).mono_left (nhdsWithin_le_nhds (s := Set.Ioi 0))
  simp only [zero_div, zero_add] at hu
  refine tendsto_of_tendsto_of_tendsto_of_le_of_le' tendsto_const_nhds hu ?_ ?_
  · filter_upwards [self_mem_nhdsWithin] with T hT
    exact (meanKinetic_bounds he hT).2.1.le
  · filter_upwards [self_mem_nhdsWithin] with T hT
    exact (meanKinetic_bounds he hT).2.2.le

/-- As the energy quantum tends to zero at fixed temperature, the mean kinetic energy tends to
`T / 2`. -/
theorem tendsto_classical {T : ℝ} (hT : 0 < T) :
    Tendsto (fun e => meanKinetic e T) (𝓝[>] 0) (𝓝 (T / 2)) := by
  have hc : Continuous (fun e : ℝ => T / 2 + e / 4) := by fun_prop
  have hu := (hc.tendsto 0).mono_left (nhdsWithin_le_nhds (s := Set.Ioi 0))
  simp only [zero_div, add_zero] at hu
  refine tendsto_of_tendsto_of_tendsto_of_le_of_le' tendsto_const_nhds hu ?_ ?_
  · filter_upwards [self_mem_nhdsWithin] with e he
    exact (meanKinetic_bounds he hT).1.le
  · filter_upwards [self_mem_nhdsWithin] with e he
    exact (meanKinetic_bounds he hT).2.2.le

end

end MoessbauerSecondOrderDoppler
```

```lean
#print axioms MoessbauerSecondOrderDoppler.meanKinetic_bounds
#print axioms MoessbauerSecondOrderDoppler.dopplerShift_bounds
#print axioms MoessbauerSecondOrderDoppler.tendsto_zero_point
#print axioms MoessbauerSecondOrderDoppler.tendsto_classical
```

```
'MoessbauerSecondOrderDoppler.meanKinetic_bounds' depends on axioms: [propext, Classical.choice, Quot.sound]
'MoessbauerSecondOrderDoppler.dopplerShift_bounds' depends on axioms: [propext, Classical.choice, Quot.sound]
'MoessbauerSecondOrderDoppler.tendsto_zero_point' depends on axioms: [propext, Classical.choice, Quot.sound]
'MoessbauerSecondOrderDoppler.tendsto_classical' depends on axioms: [propext, Classical.choice, Quot.sound]
```

## What the Lean statements say

`level e n` is $E_n$, and `meanKinetic e T` is the ratio of two infinite sums over all levels. The closed form is therefore a theorem, `meanKinetic_eq`, with $\coth$ written as `Real.cosh` over `Real.sinh`. The factor one half in the numerator is put in by definition; it stands for the virial theorem of the harmonic oscillator.

`dopplerShift M c T e` takes the three quanta as a function on `Fin 3`, and they may differ. `dopplerShift_bounds` assumes that $M$, $c$, $T$ and every quantum are positive, and states the two upper bounds separately instead of through a maximum.

The model assigns all the kinetic energy of three independent harmonic modes to the nucleus. Anharmonicity and the spread of the nuclear motion over a crystal's phonon spectrum are left out.

Defining $K$ as the thermal expectation of $\hat p^2/(2M)$, with $\hat p$ the momentum operator, for the oscillator Hamiltonian would turn the virial factor into something to prove, at the price of handling unbounded operators.

## How the proof runs

In `meanKinetic_eq`, `hw` writes the weights as `p * q ^ n`, where `p` is $\exp(-x)$. The steps `hZ` and `hN` establish convergence and the values of the two sums, and `hcoth` identifies $\coth x$ with $(1+q)/(1-q)$.

`sinh_lt_mul_cosh` is the derivative argument, and `mul_cosh_lt` multiplies $1+2x<\exp(2x)$ by $\exp(-x)$. `meanKinetic_bounds` clears the positive denominator $\sinh x$ and applies these two inequalities and Mathlib's `Real.sinh_lt_cosh`, substituting $e=2Tx$ where $T/2$ appears. `dopplerShift_bounds` adds the three modes with `linarith` and divides by $Mc^2>0$.

## The cold and classical limits

`tendsto_zero_point` shows $K\to e/4$ as $T\to0$ from above, and `tendsto_classical` shows $K\to T/2$ as $e\to0$ from above at fixed $T$. Both squeeze $K$ between a lower bound and $T/2+e/4$, so neither lower bound can be improved by a constant factor.

For simulation practice, this means that classical sampling of a harmonic mode, which gives $T/2$, underestimates its kinetic energy by a positive amount smaller than $e/4$.
